# Line removal with a flavour-diagonal bath can miss a non-zero off-diagonal Green's function

A hybridisation-expansion Monte Carlo run can report exactly zero for an inter-orbital Green's function that is not zero. The error bar is zero too, so it gives no warning. This happens when the bath is diagonal in flavour, the orbitals are coupled by local hopping, and the Green's function is measured by removing hybridisation lines.

## A zero slope beside a non-zero $G_{01}$

A configuration has row vertices with flavours $f_k$ and times $\tau_k$, and column vertices with flavours $g_l$ and times $\tau'_l$. Its hybridisation matrix $A$ has entry $\Delta_a(\tau_k-\tau'_l)$ if $f_k=g_l=a$, and $0$ otherwise. Its Monte Carlo weight contains the factor $\det A$. Removing the line from $i$ to $j$ means differentiating $\det(A+xE_{ij})$ at $x=0$, where $E_{ij}$ has a single entry $1$ at $(i,j)$.

The source $x$ changes only row $i$, and the determinant is linear in that row, so
$$\det(A+xE_{ij})=\det A+x\,\mathrm{adj}(A)_{ji}.$$
For $\det A\neq0$ the slope is $\det(A)\,(A^{-1})_{ji}$.

Suppose $f_i\neq g_j$. Let $P$ and $Q$ be diagonal, with $P_{kk}=1$ if $f_k=f_i$, $Q_{ll}=1$ if $g_l=f_i$, and zeros elsewhere. Since $A_{kl}$ vanishes unless $f_k=g_l$, we have $PA=AQ$. Multiplying by $A^{-1}$ on both sides gives $A^{-1}P=QA^{-1}$. Its $(j,i)$ entry reads $(A^{-1})_{ji}=0$, so the slope vanishes. The measurement averages the slope divided by $\det A$, up to known factors, over the sampled configurations. These all have $\det A\neq0$, so every contribution to the inter-orbital element is zero, and so are the average and its error bar.

Now take two non-interacting orbitals, numbered 0 and 1, at zero energy, with hopping $t$. At complex frequency $z$, orbital 0 has hybridisation $\Delta_1$ and orbital 1 has hybridisation $\Delta_2$. Then
$$G^{-1}=\begin{pmatrix}z-\Delta_1&-t\\-\bar t&z-\Delta_2\end{pmatrix},\qquad G_{01}=\frac{t}{(z-\Delta_1)(z-\Delta_2)-|t|^2}.$$

Let $\operatorname{Im}z>0$ and $\operatorname{Im}\Delta_{1,2}\le0$; the second condition expresses causality, since a bath can only damp the orbitals. Then $p=z-\Delta_1$ and $q=z-\Delta_2$ have positive imaginary parts. If $pq=|t|^2$, multiplying by $\bar q$ and taking imaginary parts gives
$$\operatorname{Im}p\,|q|^2=-|t|^2\operatorname{Im}q.$$
The left side is positive and the right side is not, a contradiction. Hence $G_{01}\neq0$ whenever $t\neq0$.

## Configurations and orbitals in Lean

The vertices are indexed by a finite type `n`, and flavours live in `o`.

```lean
import Mathlib

open Matrix
open scoped ComplexConjugate

namespace LineRemovalIncomplete

noncomputable section

variable {n o : Type*} [Fintype n] [DecidableEq n] [DecidableEq o]
```

In `hybMatrix`, `Δ` is an arbitrary complex function of time for each flavour; no antiperiodicity is imposed.

```lean
/-- The hybridisation matrix of a configuration for a flavour-diagonal bath: row vertices have
flavours `f` and times `τ`, column vertices have flavours `g` and times `τ'`. -/
def hybMatrix (Δ : o → ℝ → ℂ) (f g : n → o) (τ τ' : n → ℝ) : Matrix n n ℂ :=
  Matrix.of fun k l => if f k = g l then Δ (f k) (τ k - τ' l) else 0
```

`Matrix.single i j 1` is $E_{ij}$.

```lean
/-- The determinant of a configuration when a source `x` is added to the hybridisation line
joining row vertex `i` to column vertex `j`. -/
def sourcedDet (A : Matrix n n ℂ) (i j : n) (x : ℂ) : ℂ :=
  (A + x • Matrix.single i j (1 : ℂ)).det
```

The next two definitions fix the sign convention $G=(z-h-\Delta)^{-1}$. Here $h$ is the Hermitian matrix with zero diagonal and off-diagonal entries $t$ and $\bar t$.

```lean
/-- The inverse Green matrix `z - h - Δ` of two non-interacting orbitals at zero energy with local
hopping `t` and diagonal hybridisation `Δ₁`, `Δ₂`. -/
def invGreen (z Δ₁ Δ₂ t : ℂ) : Matrix (Fin 2) (Fin 2) ℂ :=
  !![z - Δ₁, -t; -conj t, z - Δ₂]

/-- The Green matrix of the two orbitals, as the matrix inverse of `z - h - Δ`; Lean's inverse is
zero where that matrix is singular. -/
def green (z Δ₁ Δ₂ t : ℂ) : Matrix (Fin 2) (Fin 2) ℂ :=
  (invGreen z Δ₁ Δ₂ t)⁻¹
```

## The slope and its vanishing

The proof first rewrites the source as an update of row `i`, then uses linearity in that row.

```lean
/-- The determinant is affine in the source on a single line, with the cofactor as slope. -/
theorem sourcedDet_eq (A : Matrix n n ℂ) (i j : n) (x : ℂ) :
    sourcedDet A i j x = A.det + x * A.adjugate j i := by
  -- the source changes row `i` only
  have h : A + x • Matrix.single i j (1 : ℂ)
      = A.updateRow i (A i + x • Pi.single j (1 : ℂ)) := by
    ext k l
    by_cases hk : k = i
    · subst hk
      by_cases hl : l = j
      · subst hl
        simp
      · simp [hl, Ne.symm hl]
    · simp [Matrix.updateRow_ne hk, Ne.symm hk]
  rw [sourcedDet, h, Matrix.det_updateRow_add, Matrix.det_updateRow_smul,
    Matrix.updateRow_eq_self, Matrix.adjugate_apply]
```

Dividing the adjugate by the non-zero determinant turns the cofactor into an inverse entry, and the affine function is differentiated.

```lean
/-- For a matrix of non-zero determinant, the derivative of the sourced determinant at zero source
is the determinant times the transposed entry of the inverse matrix. -/
theorem hasDerivAt_sourcedDet (A : Matrix n n ℂ) (hA : A.det ≠ 0) (i j : n) :
    HasDerivAt (sourcedDet A i j) (A.det * A⁻¹ j i) 0 := by
  have hs : A.det * A⁻¹ j i = A.adjugate j i := by
    rw [Matrix.inv_def, Ring.inverse_eq_inv', Matrix.smul_apply, smul_eq_mul,
      mul_inv_cancel_left₀ hA]
  have hf : sourcedDet A i j = fun x => A.det + x * A.adjugate j i :=
    funext (sourcedDet_eq A i j)
  rw [hs, hf]
  simpa using ((hasDerivAt_id (0 : ℂ)).mul_const (A.adjugate j i)).const_add A.det
```

In the next proof `hPQ` is $PA=AQ$, `hinv` is $A^{-1}P=QA^{-1}$, and `hzero` reads off the entry.

```lean
/-- If a matrix of non-zero determinant connects only vertices of equal flavour, its determinant has
zero derivative, at zero source, with respect to a source between vertices of different flavours. -/
theorem line_removal_blind (A : Matrix n n ℂ) (f g : n → o)
    (hblock : ∀ k l, f k ≠ g l → A k l = 0) (hA : A.det ≠ 0)
    {i j : n} (hij : f i ≠ g j) :
    HasDerivAt (sourcedDet A i j) 0 0 := by
  have hu : IsUnit A.det := isUnit_iff_ne_zero.mpr hA
  -- projecting the rows on the flavour of `i` equals projecting the columns on it
  have hPQ : Matrix.diagonal (fun k => if f k = f i then (1 : ℂ) else 0) * A
      = A * Matrix.diagonal (fun l => if g l = f i then (1 : ℂ) else 0) := by
    ext k l
    rw [Matrix.diagonal_mul, Matrix.mul_diagonal]
    by_cases h : f k = g l
    · rw [h, mul_comm]
    · rw [hblock k l h, mul_zero, zero_mul]
  -- hence the inverse intertwines the two projectors
  have hinv : A⁻¹ * Matrix.diagonal (fun k => if f k = f i then (1 : ℂ) else 0)
      = Matrix.diagonal (fun l => if g l = f i then (1 : ℂ) else 0) * A⁻¹ := by
    calc A⁻¹ * Matrix.diagonal (fun k => if f k = f i then (1 : ℂ) else 0)
        = A⁻¹ * (Matrix.diagonal (fun k => if f k = f i then (1 : ℂ) else 0) * A) * A⁻¹ := by
          rw [mul_assoc, mul_assoc, Matrix.mul_nonsing_inv _ hu, mul_one]
      _ = Matrix.diagonal (fun l => if g l = f i then (1 : ℂ) else 0) * A⁻¹ := by
          rw [hPQ, ← mul_assoc, Matrix.nonsing_inv_mul _ hu, one_mul]
  have hzero : A⁻¹ j i = 0 := by
    have e := congrFun (congrFun hinv j) i
    rw [Matrix.mul_diagonal, Matrix.diagonal_mul, if_pos rfl, if_neg (Ne.symm hij),
      mul_one, zero_mul] at e
    exact e
  have hd := hasDerivAt_sourcedDet A hA i j
  rwa [hzero, mul_zero] at hd
```

The condition $\det A\neq0$ matters already for one pair of vertices. With different flavours and a flavour-diagonal bath, $A=(0)$ and the sourced determinant is $x$: zero weight, but slope one. Sampling by weight never visits this configuration, so its response is lost.

```lean
/-- A single pair of vertices with different flavours has zero determinant, yet the derivative
with respect to the line joining them is one. -/
theorem zero_weight_configuration_responds (Δ : Fin 2 → ℝ → ℂ) (τ τ' : Fin 1 → ℝ) :
    (hybMatrix Δ (fun _ => 0) (fun _ => 1) τ τ').det = 0 ∧
    HasDerivAt (sourcedDet (hybMatrix Δ (fun _ => 0) (fun _ => 1) τ τ') 0 0) 1 0 := by
  constructor
  · simp [hybMatrix]
  · have hf : sourcedDet (hybMatrix Δ (fun _ => 0) (fun _ => 1) τ τ') 0 0 = fun x => x := by
      funext x
      simp [sourcedDet, hybMatrix]
    rw [hf]
    exact hasDerivAt_id' 0
```

## The two-orbital Green's function

The explicit $2\times2$ inverse gives the off-diagonal element.

```lean
/-- Where the denominator is non-zero, the Green matrix inverts `z - h - Δ` and its off-diagonal
element is the hopping divided by that denominator. -/
theorem green_offdiag (z Δ₁ Δ₂ t : ℂ) (h : (z - Δ₁) * (z - Δ₂) - t * conj t ≠ 0) :
    invGreen z Δ₁ Δ₂ t * green z Δ₁ Δ₂ t = 1 ∧
    green z Δ₁ Δ₂ t 0 1 = t / ((z - Δ₁) * (z - Δ₂) - t * conj t) := by
  have hdet : (invGreen z Δ₁ Δ₂ t).det = (z - Δ₁) * (z - Δ₂) - t * conj t := by
    rw [invGreen, Matrix.det_fin_two_of]
    ring
  constructor
  · exact Matrix.mul_nonsing_inv _ (isUnit_iff_ne_zero.mpr (by rwa [hdet]))
  · rw [green, Matrix.inv_def, hdet, Ring.inverse_eq_inv', Matrix.adjugate_fin_two]
    simp [invGreen, div_eq_inv_mul]
```

Here `e` is the imaginary part of $\bar q(pq-|t|^2)=0$, and the two positivity facts contradict it.

```lean
/-- In the upper half-plane, with hybridisations of non-positive imaginary part, the denominator
of the two-orbital Green function does not vanish. -/
theorem denominator_ne_zero (z Δ₁ Δ₂ t : ℂ) (hz : 0 < z.im)
    (h₁ : Δ₁.im ≤ 0) (h₂ : Δ₂.im ≤ 0) :
    (z - Δ₁) * (z - Δ₂) - t * conj t ≠ 0 := by
  have key : ∀ p q : ℂ, 0 < p.im → 0 < q.im → p * q - t * conj t ≠ 0 := by
    intro p q hp hq h
    have hre := congrArg Complex.re h
    have him := congrArg Complex.im h
    simp only [Complex.sub_re, Complex.mul_re, Complex.conj_re, Complex.conj_im,
      Complex.zero_re] at hre
    simp only [Complex.sub_im, Complex.mul_im, Complex.conj_re, Complex.conj_im,
      Complex.zero_im] at him
    -- eliminating the real part of `p` leaves a positive term plus a non-negative one
    have e : p.im * (q.re ^ 2 + q.im ^ 2) + (t.re ^ 2 + t.im ^ 2) * q.im = 0 := by
      linear_combination q.re * him - q.im * hre
    have e₁ : 0 < p.im * (q.re ^ 2 + q.im ^ 2) := by positivity
    have e₂ : 0 ≤ (t.re ^ 2 + t.im ^ 2) * q.im := by positivity
    linarith
  apply key
  · rw [Complex.sub_im]
    linarith
  · rw [Complex.sub_im]
    linarith
```

The final theorem joins both halves, for every expansion order `k` and all flavours and times.

```lean
/-- For a flavour-diagonal bath with two flavours, the derivative of the determinant with respect to
a source between different flavours is zero, at zero source, in every configuration of non-zero
determinant. Two non-interacting orbitals at zero energy, with non-zero hopping and diagonal
hybridisations of non-positive imaginary part, have a non-zero off-diagonal Green function in the
upper half-plane. -/
theorem line_removal_incomplete (Δ : Fin 2 → ℝ → ℂ) (z Δ₁ Δ₂ t : ℂ) (hz : 0 < z.im)
    (h₁ : Δ₁.im ≤ 0) (h₂ : Δ₂.im ≤ 0) (ht : t ≠ 0) :
    (∀ (k : ℕ) (f g : Fin k → Fin 2) (τ τ' : Fin k → ℝ),
      (hybMatrix Δ f g τ τ').det ≠ 0 → ∀ i j, f i ≠ g j →
        HasDerivAt (sourcedDet (hybMatrix Δ f g τ τ') i j) 0 0) ∧
    green z Δ₁ Δ₂ t 0 1 ≠ 0 := by
  constructor
  · intro k f g τ τ' hdet i j hij
    refine line_removal_blind _ f g (fun a b hab => ?_) hdet hij
    simp [hybMatrix, hab]
  · have hden := denominator_ne_zero z Δ₁ Δ₂ t hz h₁ h₂
    rw [(green_offdiag z Δ₁ Δ₂ t hden).2]
    exact div_ne_zero ht hden

end

end LineRemovalIncomplete
```

```lean
#print axioms LineRemovalIncomplete.zero_weight_configuration_responds
#print axioms LineRemovalIncomplete.line_removal_incomplete
```

```
'LineRemovalIncomplete.zero_weight_configuration_responds' depends on axioms: [propext, Classical.choice, Quot.sound]
'LineRemovalIncomplete.line_removal_incomplete' depends on axioms: [propext, Classical.choice, Quot.sound]
```

## What the bath decides

The functions `Δ` in time and the numbers `Δ₁`, `Δ₂` at frequency $z$ are independent inputs; no Fourier transform links them. The local trace and the sampling process are not modelled, so the step from a zero slope to a zero Monte Carlo average rests on the argument in the text.

The smallest configuration with non-zero determinant that contains a row vertex and a column vertex of different flavours has two pairs, one of each flavour. There $A=\mathrm{diag}(a,b)$ up to ordering, and a source in an off-diagonal entry of this diagonal matrix leaves the determinant at $ab$.

Had the bath been modelled by a full matrix $\Delta_{ab}(\tau)$, the single mixed pair would have determinant $\Delta_{01}(\tau-\tau')$. Where that is non-zero, line removal gives slope one in a configuration whose determinant no longer forbids a visit, and the blindness theorem does not apply.
